# A Dirac level above −2c² whose eigenvectors are mostly small component

Let

$$H=\begin{pmatrix} v & b\\ b & v-2c^2\end{pmatrix},\qquad c>0,\quad v>\sqrt{c^4+b^2}-c^2,$$

with $v,b,c$ real. The lowest eigenvalue of $H$ lies above $-2c^2$, yet every eigenvector for it has more than half its weight in the small component. In this two-level, non-self-consistent model of a four-component calculation, with the rest energy $c^2$ subtracted and a uniform potential energy $v$, a rule that counts every level above $-2c^2$ as electronic would therefore admit a state of the lower branch, the one conventionally called negative-energy whatever the sign of its shifted energy.

```lean
import Mathlib

open Matrix

namespace DiracThresholdCounterexample

noncomputable section
```

## Two components in a uniform potential

Energies are in atomic units, with $c$ the speed of light and the electron's rest energy $c^2$ subtracted, so the uncoupled levels at $v=0$ are $0$ and $-2c^2$. The number $b$ stands for the kinetic coupling at fixed momentum, and $v$ for a uniform electrostatic potential energy, which acts equally on both components. The condition on $v$ forces $v>0$, an upward shift of both levels. Such a uniform shift amounts to a change of the zero of energy and leaves the eigenvectors as they were; the example shows what happens when the cut at $-2c^2$ is not moved along with it. Spatial dependence, spin and self-consistency are absent.

```lean
/-- Two-component Dirac model: a large and a small component, both shifted by the
potential `v`, separated by `2c²` and coupled by `b`. -/
def hamiltonian (v b c : ℝ) : Matrix (Fin 2) (Fin 2) ℂ :=
  !![(v : ℂ), (b : ℂ); (b : ℂ), ((v - 2 * c ^ 2 : ℝ) : ℂ)]
```

An eigenstate is a nonzero complex vector $\psi=(\psi_0,\psi_1)$, large component first, with $H\psi=E\psi$ and $E$ real. Since $H$ is Hermitian, real energies lose nothing.

```lean
/-- `ψ` is a nonzero solution of the eigenvalue equation with energy `E`. -/
def IsEigenstate (v b c E : ℝ) (ψ : Fin 2 → ℂ) : Prop :=
  ψ ≠ 0 ∧ hamiltonian v b c *ᵥ ψ = (E : ℂ) • ψ
```

Eigenvectors need not be normalised, so the small-component weight is the ratio

$$w=\frac{|\psi_1|^2}{|\psi_0|^2+|\psi_1|^2}.$$

```lean
/-- The fraction of the norm squared carried by the small component. -/
def smallWeight (ψ : Fin 2 → ℂ) : ℝ :=
  ‖ψ 1‖ ^ 2 / (‖ψ 0‖ ^ 2 + ‖ψ 1‖ ^ 2)
```

The two candidate energies are $E_\mp=v-c^2\mp\sqrt{c^4+b^2}$.

```lean
/-- The energy `v - c² - √(c⁴ + b²)`. -/
def lowerLevel (v b c : ℝ) : ℝ := v - c ^ 2 - √(c ^ 4 + b ^ 2)

/-- The energy `v - c² + √(c⁴ + b²)`. -/
def upperLevel (v b c : ℝ) : ℝ := v - c ^ 2 + √(c ^ 4 + b ^ 2)
```

## The two energies

In components, the eigenvalue equation reads

$$(E-v)\psi_0=b\psi_1,\qquad (E-v+2c^2)\psi_1=b\psi_0.$$

The code keeps the products with $v$ on the left.

```lean
/-- The eigenvalue equation written as two coupled equations for the large and the
small component. -/
theorem eigen_equations (v b c E : ℝ) (ψ : Fin 2 → ℂ) :
    hamiltonian v b c *ᵥ ψ = (E : ℂ) • ψ ↔
      (v : ℂ) * ψ 0 + (b : ℂ) * ψ 1 = (E : ℂ) * ψ 0 ∧
      (b : ℂ) * ψ 0 + ((v - 2 * c ^ 2 : ℝ) : ℂ) * ψ 1 = (E : ℂ) * ψ 1 := by
  rw [funext_iff, Fin.forall_fin_two]
  simp [hamiltonian, Matrix.mulVec, dotProduct, Fin.sum_univ_two]
```

Multiply the first equation by $E-v+2c^2$ and substitute the second; then exchange their roles. With $D=(E-v)(E-v+2c^2)-b^2$ this gives $D\psi_0=D\psi_1=0$. As $\psi\neq0$, we get $D=0$.

Conversely, suppose $D=0$. If $E\neq v$, the vector $(b,\,E-v)$ is a nonzero solution. If $E=v$, take $(E-v+2c^2,\,b)$, whose first entry is $2c^2>0$. The `linear_combination` steps carry out these eliminations and substitutions.

```lean
/-- Secular equation: `E` is an energy of the model exactly when
`(E - v)(E - v + 2c²) = b²`. -/
theorem secular_equation (v b E : ℝ) {c : ℝ} (hc : 0 < c) :
    (∃ ψ, IsEigenstate v b c E ψ) ↔ (E - v) * (E - v + 2 * c ^ 2) = b ^ 2 := by
  constructor
  · rintro ⟨ψ, hψ, h⟩
    obtain ⟨h0, h1⟩ := (eigen_equations v b c E ψ).1 h
    push_cast at h1
    by_contra hne
    have hd : (((E - v) * (E - v + 2 * c ^ 2) - b ^ 2 : ℝ) : ℂ) ≠ 0 :=
      Complex.ofReal_ne_zero.2 (sub_ne_zero.2 hne)
    -- the determinant annihilates both components
    have hx : (((E - v) * (E - v + 2 * c ^ 2) - b ^ 2 : ℝ) : ℂ) * ψ 0 = 0 := by
      push_cast
      linear_combination (-((E : ℂ) - v + 2 * c ^ 2)) * h0 - (b : ℂ) * h1
    have hy : (((E - v) * (E - v + 2 * c ^ 2) - b ^ 2 : ℝ) : ℂ) * ψ 1 = 0 := by
      push_cast
      linear_combination (-((E : ℂ) - v)) * h1 - (b : ℂ) * h0
    have h0' : ψ 0 = 0 := (mul_eq_zero.1 hx).resolve_left hd
    have h1' : ψ 1 = 0 := (mul_eq_zero.1 hy).resolve_left hd
    exact hψ (funext (Fin.forall_fin_two.2 ⟨h0', h1'⟩))
  · intro q
    have qC : ((E : ℂ) - v) * ((E : ℂ) - v + 2 * c ^ 2) = (b : ℂ) ^ 2 := by
      exact_mod_cast q
    by_cases hE : E - v = 0
    · -- here the large component of the first choice is `2c²`, hence nonzero
      refine ⟨![((E - v + 2 * c ^ 2 : ℝ) : ℂ), (b : ℂ)], ?_, ?_⟩
      · intro h
        have h0 : ((E - v + 2 * c ^ 2 : ℝ) : ℂ) = 0 := congrFun h 0
        have h0' := Complex.ofReal_eq_zero.1 h0
        have : 0 < c ^ 2 := by positivity
        linarith
      · refine (eigen_equations v b c E _).2 ⟨?_, ?_⟩
        · change (v : ℂ) * ((E - v + 2 * c ^ 2 : ℝ) : ℂ) + (b : ℂ) * (b : ℂ)
            = (E : ℂ) * ((E - v + 2 * c ^ 2 : ℝ) : ℂ)
          push_cast
          linear_combination -qC
        · change (b : ℂ) * ((E - v + 2 * c ^ 2 : ℝ) : ℂ)
            + ((v - 2 * c ^ 2 : ℝ) : ℂ) * (b : ℂ) = (E : ℂ) * (b : ℂ)
          push_cast
          ring
    · refine ⟨![(b : ℂ), ((E - v : ℝ) : ℂ)], ?_, ?_⟩
      · intro h
        have h1 : ((E - v : ℝ) : ℂ) = 0 := congrFun h 1
        exact hE (Complex.ofReal_eq_zero.1 h1)
      · refine (eigen_equations v b c E _).2 ⟨?_, ?_⟩
        · change (v : ℂ) * (b : ℂ) + (b : ℂ) * ((E - v : ℝ) : ℂ) = (E : ℂ) * (b : ℂ)
          push_cast
          ring
        · change (b : ℂ) * (b : ℂ) + ((v - 2 * c ^ 2 : ℝ) : ℂ) * ((E - v : ℝ) : ℂ)
            = (E : ℂ) * ((E - v : ℝ) : ℂ)
          push_cast
          linear_combination -qC
```

Completing the square turns $D=0$ into $(E-v+c^2)^2=c^4+b^2$, hence $E=E_-$ or $E=E_+$. The proof factors the same quadratic as $(E-E_-)(E-E_+)=0$.

```lean
/-- The energies of the model are exactly the lower and the upper level. -/
theorem energy_iff (v b E : ℝ) {c : ℝ} (hc : 0 < c) :
    (∃ ψ, IsEigenstate v b c E ψ) ↔ E = lowerLevel v b c ∨ E = upperLevel v b c := by
  rw [secular_equation v b E hc]
  have hs : √(c ^ 4 + b ^ 2) ^ 2 = c ^ 4 + b ^ 2 := Real.sq_sqrt (by positivity)
  unfold lowerLevel upperLevel
  constructor
  · intro q
    have hf : (E - (v - c ^ 2 - √(c ^ 4 + b ^ 2))) *
        (E - (v - c ^ 2 + √(c ^ 4 + b ^ 2))) = 0 := by
      linear_combination q - hs
    exact (mul_eq_zero.1 hf).imp sub_eq_zero.1 sub_eq_zero.1
  · rintro (h | h) <;> rw [h] <;> linear_combination hs
```

## Which component dominates

Multiply the first component equation by $\psi_0^*$, the second by $\psi_1^*$, and take real parts:

$$(E-v)|\psi_0|^2=b\,\mathrm{Re}(\psi_0^*\psi_1),\qquad (E-v+2c^2)|\psi_1|^2=b\,\mathrm{Re}(\psi_1^*\psi_0).$$

The right-hand sides are equal. Subtracting gives $(E-v)(|\psi_0|^2-|\psi_1|^2)=2c^2|\psi_1|^2$, and adding $c^2(|\psi_0|^2-|\psi_1|^2)$ to both sides yields

$$(E-v+c^2)(|\psi_0|^2-|\psi_1|^2)=c^2(|\psi_0|^2+|\psi_1|^2).$$

Lean does the same with real and imaginary parts written out.

```lean
/-- Balance of the two components in an eigenstate: `‖ψ 0‖² - ‖ψ 1‖²`, times the signed difference
`E - (v - c²)`, equals `c²` times the norm squared of `ψ`. -/
theorem weight_balance {v b c E : ℝ} {ψ : Fin 2 → ℂ} (h : IsEigenstate v b c E ψ) :
    (E - v + c ^ 2) * (‖ψ 0‖ ^ 2 - ‖ψ 1‖ ^ 2) = c ^ 2 * (‖ψ 0‖ ^ 2 + ‖ψ 1‖ ^ 2) := by
  obtain ⟨h0, h1⟩ := (eigen_equations v b c E ψ).1 h.2
  have r0 := congrArg Complex.re h0
  have r1 := congrArg Complex.re h1
  have i0 := congrArg Complex.im h0
  have i1 := congrArg Complex.im h1
  simp only [Complex.add_re, Complex.re_ofReal_mul] at r0 r1
  simp only [Complex.add_im, Complex.im_ofReal_mul] at i0 i1
  simp only [Complex.sq_norm, Complex.normSq_apply]
  -- project each equation on its own component; the coupling terms cancel
  linear_combination (-(ψ 0).re) * r0 - (ψ 0).im * i0 + (ψ 1).re * r1 + (ψ 1).im * i1
```

The right-hand side is positive, so the two factors on the left have the same sign and neither vanishes. Since $w>\tfrac12$ means $|\psi_1|^2>|\psi_0|^2$, it holds exactly when $E<v-c^2$. The dividing energy is the middle of the gap between the uncoupled levels, and it moves with $v$.

```lean
/-- An eigenstate has small-component weight above one half exactly when its energy lies
below `v - c²`, the middle of the shifted gap. -/
theorem small_dominates_iff {v b c E : ℝ} (hc : 0 < c) {ψ : Fin 2 → ℂ}
    (h : IsEigenstate v b c E ψ) : 1 / 2 < smallWeight ψ ↔ E < v - c ^ 2 := by
  have hN : 0 < ‖ψ 0‖ ^ 2 + ‖ψ 1‖ ^ 2 := by
    by_cases h0 : ψ 0 = 0
    · have h1 : ψ 1 ≠ 0 := fun h1 => h.1 (funext (Fin.forall_fin_two.2 ⟨h0, h1⟩))
      have := pow_pos (norm_pos_iff.2 h1) 2
      linarith [sq_nonneg ‖ψ 0‖]
    · have := pow_pos (norm_pos_iff.2 h0) 2
      linarith [sq_nonneg ‖ψ 1‖]
  have hbal := weight_balance h
  have hpos : 0 < c ^ 2 * (‖ψ 0‖ ^ 2 + ‖ψ 1‖ ^ 2) := mul_pos (pow_pos hc 2) hN
  unfold smallWeight
  rw [lt_div_iff₀ hN]
  constructor
  · intro hw
    by_contra hE
    have h1 : 0 ≤ E - v + c ^ 2 := by linarith [not_lt.1 hE]
    have h2 : 0 ≤ ‖ψ 1‖ ^ 2 - ‖ψ 0‖ ^ 2 := by linarith
    linarith [mul_nonneg h1 h2]
  · intro hE
    by_contra hw
    have h1 : 0 ≤ v - c ^ 2 - E := by linarith
    have h2 : 0 ≤ ‖ψ 0‖ ^ 2 - ‖ψ 1‖ ^ 2 := by linarith [not_lt.1 hw]
    linarith [mul_nonneg h1 h2]
```

## The level crosses the threshold, the character stays

Rearranging $-2c^2<v-c^2-\sqrt{c^4+b^2}$ gives $v>\sqrt{c^4+b^2}-c^2$. The bound on the shift is therefore sharp.

```lean
/-- The lower level lies above `-2c²` exactly when the shift `v` exceeds
`√(c⁴ + b²) - c²`. -/
theorem above_threshold_iff (v b c : ℝ) :
    -2 * c ^ 2 < lowerLevel v b c ↔ √(c ^ 4 + b ^ 2) - c ^ 2 < v := by
  unfold lowerLevel
  constructor <;> intro h <;> linarith
```

Since $\sqrt{c^4+b^2}>0$, the lower level always satisfies $E_-<v-c^2$, whatever the shift.

```lean
/-- The lower level lies below the middle of the shifted gap. -/
theorem lowerLevel_lt (v b : ℝ) {c : ℝ} (hc : 0 < c) : lowerLevel v b c < v - c ^ 2 := by
  have : 0 < √(c ^ 4 + b ^ 2) := Real.sqrt_pos.2 (by positivity)
  unfold lowerLevel
  linarith
```

These facts combine into the counter-example. `IsLeast` says that $E_-$ belongs to the set of energies possessing an eigenstate and that no member of the set is smaller. An eigenvector thus exists, and the final clause, which covers all eigenvectors for $E_-$, is not vacuous.

The theorem needs $c\neq0$, as a purely mathematical example shows ($c=0$ is not physical). For $c=b=0$ and $v=1$ the condition on $v$ holds and $H$ is the identity; its lowest energy $1$ exceeds $-2c^2=0$, but the eigenvector $(1,0)$ has $w=0$.

```lean
/-- Counter-example to the threshold `-2c²`: for a shift `v > √(c⁴ + b²) - c²` the lowest
energy lies above `-2c²`, yet each of its eigenstates has small-component weight above
one half. -/
theorem threshold_counterexample {v b c : ℝ} (hc : 0 < c)
    (hv : √(c ^ 4 + b ^ 2) - c ^ 2 < v) :
    IsLeast {E : ℝ | ∃ ψ, IsEigenstate v b c E ψ} (lowerLevel v b c) ∧
      -2 * c ^ 2 < lowerLevel v b c ∧
      ∀ ψ, IsEigenstate v b c (lowerLevel v b c) ψ → 1 / 2 < smallWeight ψ := by
  refine ⟨⟨(energy_iff v b _ hc).2 (Or.inl rfl), ?_⟩, (above_threshold_iff v b c).2 hv,
    fun ψ h => (small_dominates_iff hc h).2 (lowerLevel_lt v b hc)⟩
  intro E hE
  have hs := Real.sqrt_nonneg (c ^ 4 + b ^ 2)
  rcases (energy_iff v b E hc).1 hE with h | h
  · exact h.ge
  · rw [h]
    unfold lowerLevel upperLevel
    linarith
```

Moving the cut elsewhere does not help if it is chosen without regard to $v$. Given any $\tau$, and any $b$ and $c>0$, put $v=\tau+1+c^2+\sqrt{c^4+b^2}$. Then $E_-=\tau+1>\tau$, and its eigenvectors still have $w>\tfrac12$. The shift depends on $\tau$, so this does not exclude a cut that follows the potential; in this model $v-c^2$ is one that separates the two kinds of state.

```lean
/-- For any threshold `τ` there is a shift `v` for which some eigenstate with energy above
`τ` has small-component weight above one half. -/
theorem no_fixed_threshold (b τ : ℝ) {c : ℝ} (hc : 0 < c) :
    ∃ v E ψ, IsEigenstate v b c E ψ ∧ τ < E ∧ 1 / 2 < smallWeight ψ := by
  let v : ℝ := τ + 1 + c ^ 2 + √(c ^ 4 + b ^ 2)
  obtain ⟨ψ, h⟩ := (energy_iff v b (lowerLevel v b c) hc).2 (Or.inl rfl)
  refine ⟨v, lowerLevel v b c, ψ, h, ?_,
    (small_dominates_iff hc h).2 (lowerLevel_lt v b hc)⟩
  change τ < τ + 1 + c ^ 2 + √(c ^ 4 + b ^ 2) - c ^ 2 - √(c ^ 4 + b ^ 2)
  linarith

end

end DiracThresholdCounterexample
```

```lean
#print axioms DiracThresholdCounterexample.small_dominates_iff
-- 'DiracThresholdCounterexample.small_dominates_iff' depends on axioms: [propext, Classical.choice, Quot.sound]
#print axioms DiracThresholdCounterexample.threshold_counterexample
-- 'DiracThresholdCounterexample.threshold_counterexample' depends on axioms: [propext, Classical.choice, Quot.sound]
#print axioms DiracThresholdCounterexample.no_fixed_threshold
-- 'DiracThresholdCounterexample.no_fixed_threshold' depends on axioms: [propext, Classical.choice, Quot.sound]
```
